# Real link values with zero sum on a finite periodic ring are the differences of a periodic function

On a ring of N points, with N nonzero and indices taken modulo N, let a real number d(j) be given for each link from j to j + 1. The lemma states that if the d(j) sum to zero, there is a real function g on the ring with g(j + 1) − g(j) = d(j) for every j. In the language of gauges, g is a periodic gauge whose change along each link is prescribed; no Hamiltonian or Bloch state enters the statement. The proof takes g(j) to be the sum of d from the origin up to, but not including, j, and uses the vanishing total only on the last link, where the ring closes.

This version doesn't compile in Lean 4 with Mathlib:

```lean
import Mathlib

open Finset

namespace OneBandParallelTransport

noncomputable section

variable {N : ℕ} [NeZero N]

/-- A function on the ring of k-points whose sum vanishes is the lattice difference of a
periodic gauge. -/
theorem exists_gauge_of_sum_zero (d : ZMod N → ℝ) (hd : ∑ j, d j = 0) :
    ∃ g : ZMod N → ℝ, ∀ j, g (j + 1) - g j = d j := by
  have hsum : ∑ k ∈ range N, d (k : ZMod N) = 0 := by
    rw [← hd]
    refine Finset.sum_nbij' (fun k : ℕ => (k : ZMod N)) (fun j : ZMod N => j.val)
      ?_ ?_ ?_ ?_ ?_
    · intro k _
      exact Finset.mem_univ _
    · intro j _
      exact Finset.mem_range.mpr (ZMod.val_lt j)
    · intro k hk
      change ((k : ZMod N)).val = k
      rw [ZMod.val_natCast, Nat.mod_eq_of_lt (Finset.mem_range.mp hk)]
    · intro j _
      exact ZMod.natCast_zmod_val j
    · intro k _
      rfl
  -- transport from the origin: the gauge is the partial sum of the differences
  refine ⟨fun j => ∑ k ∈ range j.val, d (k : ZMod N), fun j => ?_⟩
  have hval : (j + 1).val = (j.val + 1) % N := by
    have h : j + 1 = ((j.val + 1 : ℕ) : ZMod N) := by
      rw [Nat.cast_add, ZMod.natCast_zmod_val, Nat.cast_one]
    rw [h, ZMod.val_natCast, ← h]
  have hstep : ∑ k ∈ range (j.val + 1), d (k : ZMod N) =
      ∑ k ∈ range j.val, d (k : ZMod N) + d j := by
    rw [Finset.sum_range_succ, ZMod.natCast_zmod_val]
  change ∑ k ∈ range (j + 1).val, d (k : ZMod N) - ∑ k ∈ range j.val, d (k : ZMod N) = d j
  rw [hval]
  by_cases hj : j.val + 1 < N
  · rw [Nat.mod_eq_of_lt hj, hstep]
    ring
  · -- the last link closes the ring because the total sum vanishes
    have hlt := ZMod.val_lt j
    have he : j.val + 1 = N := by omega
    rw [he, hsum] at hstep
    rw [he, Nat.mod_self, Finset.sum_range_zero]
    linarith

end

end OneBandParallelTransport
```

Lean reports:

```
Main.lean:35:29: error: Tactic `rewrite` failed: Did not find an occurrence of the pattern
  ↑(j.val + 1)
in the target expression
  (j.val + 1) % N = (j.val + 1) % N

N : ℕ
inst✝ : NeZero N
d : ZMod N → ℝ
hd : ∑ j, d j = 0
hsum : ∑ k ∈ range N, d ↑k = 0
j : ZMod N
h : j + 1 = ↑(j.val + 1)
⊢ (j.val + 1) % N = (j.val + 1) % N
```

The error is in the proof of `hval`, which says that `(j + 1).val` equals `(j.val + 1) % N`. Rewriting with `h` turns `j + 1` into the cast of the natural number `j.val + 1` into `ZMod N`, and `ZMod.val_natCast` then replaces the value of that cast by `(j.val + 1) % N`. The two sides are now identical, but the list has one more step, `← h`, which looks for the cast `↑(j.val + 1)`. The previous step has removed it, and what remains is the plain natural number `j.val + 1`, so the pattern is not found. `rw` tries to close the goal by reflexivity only after its whole list has been carried out, so it never gets that far.

With `← h` deleted, the list ends at the identity and `rw` closes it by itself.

The other change, removing the `change` line in the proof of `hsum`, is mere tidying: no message concerns that line, and the rewrite after it works without it.

The mended proof, as a diff:

```diff
@@ -22,5 +22,5 @@
       exact Finset.mem_range.mpr (ZMod.val_lt j)
     · intro k hk
-      change ((k : ZMod N)).val = k
+
       rw [ZMod.val_natCast, Nat.mod_eq_of_lt (Finset.mem_range.mp hk)]
     · intro j _
@@ -33,5 +33,5 @@
     have h : j + 1 = ((j.val + 1 : ℕ) : ZMod N) := by
       rw [Nat.cast_add, ZMod.natCast_zmod_val, Nat.cast_one]
-    rw [h, ZMod.val_natCast, ← h]
+    rw [h, ZMod.val_natCast]
   have hstep : ∑ k ∈ range (j.val + 1), d (k : ZMod N) =
       ∑ k ∈ range j.val, d (k : ZMod N) + d j := by
```
